# Backflow with Lipschitz constant below 1/N adds no nodes to the pair product on a line

Backflow can send two separated fermions of the same spin to the same coordinate. An antisymmetric trial function built from these coordinates then vanishes where no particles meet. Fixed-node diffusion Monte Carlo keeps the nodes of its trial function, so on a line such an extra node can bias the ground-state energy. The problems below give a condition that excludes this for a pair product in one dimension.

In Lean 4 with Mathlib:

```lean
import Mathlib

open Finset

namespace BackflowNodes

noncomputable section

variable {E : Type*} [NormedAddCommGroup E] {N : ℕ}
```

Particles carry labels 0, …, N−1 and positions rᵢ in a normed space `E`, so parts (a)–(d) hold in any dimension. One function h of the relative position displaces every particle:

xᵢ = rᵢ + Σ_{j≠i} h(rᵢ − rⱼ)

This leaves out displacements by nuclei and periodic cells.

```lean
/-- The backflow coordinate of particle `i`: its position plus the sum of the displacements
`h (r i - r j)` caused by all other particles. -/
def backflow (h : E → E) (r : Fin N → E) (i : Fin N) : E :=
  r i + ∑ j ∈ univ.erase i, h (r i - r j)
```

On the line, with all particles in the same spin state, the antisymmetric factor is taken to be the product of xⱼ − xᵢ over pairs i < j; `Ioi i` is the set of labels above i.

```lean
/-- The product over pairs `i < j` of the coordinate differences `x j - x i` for particles
on a line. -/
def pairProduct (x : Fin N → ℝ) : ℝ :=
  ∏ i, ∏ j ∈ Ioi i, (x j - x i)
```

## (a) The difference of two backflow coordinates

Show that, with k running over all particles,

xᵢ − xⱼ = (rᵢ − rⱼ) + Σₖ [h(rᵢ − rₖ) − h(rⱼ − rₖ)]

**Solution.** Completing the sum with its self-term gives

xᵢ = rᵢ + Σₖ h(rᵢ − rₖ) − h(0)

The same h(0) appears in xⱼ and cancels on subtraction. In the code, `key` completes the sum and `abel` collects the terms.

```lean
/-- The difference of two backflow coordinates is the bare difference plus a sum, over all
particles, of differences of the backflow function. -/
theorem backflow_sub (h : E → E) (r : Fin N → E) (i j : Fin N) :
    backflow h r i - backflow h r j
      = (r i - r j) + ∑ k, (h (r i - r k) - h (r j - r k)) := by
  -- the missing self-term is `h 0` for every particle, so it cancels in the difference
  have key : ∀ i, ∑ k ∈ univ.erase i, h (r i - r k) = ∑ k, h (r i - r k) - h 0 := by
    intro i
    have e := Finset.add_sum_erase univ (fun k => h (r i - r k)) (Finset.mem_univ i)
    simp only [sub_self] at e
    rw [← e, add_sub_cancel_left]
  unfold backflow
  rw [key i, key j, Finset.sum_sub_distrib]
  abel
```

## (b) How far a separation can shift

Assume ‖h(s) − h(t)‖ ≤ K‖s − t‖ for all s, t (`hK`). Physically, K limits how fast the displacement varies with the separation. Show that

‖(xᵢ − xⱼ) − (rᵢ − rⱼ)‖ ≤ NK‖rᵢ − rⱼ‖

**Solution.** By (a) the left side is the norm of the sum over k. The arguments in each term differ by

(rᵢ − rₖ) − (rⱼ − rₖ) = rᵢ − rⱼ

so each of the N terms is at most K‖rᵢ − rⱼ‖. The `calc` chain applies the triangle inequality, then this bound, then counts terms.

```lean
/-- If `h` is Lipschitz with constant `K`, backflow changes the separation vector of two
particles by at most `N * K` times their distance. -/
theorem backflow_displacement_le {h : E → E} {K : ℝ}
    (hK : ∀ s t, ‖h s - h t‖ ≤ K * ‖s - t‖) (r : Fin N → E) (i j : Fin N) :
    ‖(backflow h r i - backflow h r j) - (r i - r j)‖ ≤ N * K * ‖r i - r j‖ := by
  rw [backflow_sub, add_sub_cancel_left]
  calc ‖∑ k, (h (r i - r k) - h (r j - r k))‖
      ≤ ∑ k, ‖h (r i - r k) - h (r j - r k)‖ := norm_sum_le _ _
    _ ≤ ∑ _k : Fin N, K * ‖r i - r j‖ := by
        refine Finset.sum_le_sum fun k _ => ?_
        have e := hK (r i - r k) (r j - r k)
        rwa [sub_sub_sub_cancel_right] at e
    _ = N * K * ‖r i - r j‖ := by
        rw [Finset.sum_const, Finset.card_univ, Fintype.card_fin, nsmul_eq_mul]
        ring
```

## (c) A lower bound on the distance

Show that

(1 − NK)‖rᵢ − rⱼ‖ ≤ ‖xᵢ − xⱼ‖

**Solution.** By the reverse triangle inequality (`norm_sub_norm_le`) and (b),

‖rᵢ − rⱼ‖ − ‖xᵢ − xⱼ‖ ≤ NK‖rᵢ − rⱼ‖

Rearrange; `linarith` does so.

```lean
/-- If `h` is Lipschitz with constant `K`, the distance of two backflow coordinates is at least
`1 - N * K` times the distance of the particles. -/
theorem backflow_separation {h : E → E} {K : ℝ}
    (hK : ∀ s t, ‖h s - h t‖ ≤ K * ‖s - t‖) (r : Fin N → E) (i j : Fin N) :
    (1 - N * K) * ‖r i - r j‖ ≤ ‖backflow h r i - backflow h r j‖ := by
  have b := backflow_displacement_le hK r i j
  have t := norm_sub_norm_le (r i - r j) (backflow h r i - backflow h r j)
  rw [norm_sub_rev (r i - r j) (backflow h r i - backflow h r j)] at t
  linarith
```

## (d) When two coordinates coincide

Let NK < 1 (`hNK`). Show that

xᵢ = xⱼ ⇔ rᵢ = rⱼ

**Solution.** If xᵢ = xⱼ, then (c) gives (1 − NK)‖rᵢ − rⱼ‖ ≤ 0. The prefactor is positive, so the distance is zero. Conversely, if rᵢ = rⱼ, every term in (a) vanishes.

```lean
/-- If `h` is Lipschitz with constant `K` and `N * K < 1`, two backflow coordinates coincide
exactly when the two particles do. -/
theorem backflow_eq_iff {h : E → E} {K : ℝ}
    (hK : ∀ s t, ‖h s - h t‖ ≤ K * ‖s - t‖) (hNK : N * K < 1)
    (r : Fin N → E) (i j : Fin N) :
    backflow h r i = backflow h r j ↔ r i = r j := by
  constructor
  · intro e
    have b := backflow_separation hK r i j
    rw [e, sub_self, norm_zero] at b
    have hd : ‖r i - r j‖ ≤ 0 := nonpos_of_mul_nonpos_right b (sub_pos.mpr hNK)
    exact sub_eq_zero.mp (norm_le_zero_iff.mp hd)
  · intro e
    apply sub_eq_zero.mp
    rw [backflow_sub, e]
    simp
```

## (e) Zeros of the pair product

For real coordinates x, show that

∏_{i<j} (xⱼ − xᵢ) = 0 ⇔ xⱼ = xᵢ for some i < j

**Solution.** A finite product of real numbers is zero exactly when one factor is; `simp` uses this for both nested products.

```lean
/-- The pair product vanishes exactly when two of the coordinates are equal. -/
theorem pairProduct_eq_zero_iff (x : Fin N → ℝ) :
    pairProduct x = 0 ↔ ∃ i j, i < j ∧ x j = x i := by
  simp only [pairProduct, Finset.prod_eq_zero_iff, Finset.mem_univ, true_and,
    Finset.mem_Ioi, sub_eq_zero]
```

## (f) Nodes after backflow

On the line, with NK < 1, show that

∏_{i<j} (xⱼ − xᵢ) = 0 ⇔ rⱼ = rᵢ for some i < j

**Solution.** Apply (e), then replace xⱼ = xᵢ by rⱼ = rᵢ using (d).

```lean
/-- For particles on a line and `h` Lipschitz with constant `K`, where `N * K < 1`, the pair
product of the backflow coordinates vanishes exactly at particle coincidences. -/
theorem backflow_nodes_iff_coincidence {h : ℝ → ℝ} {K : ℝ}
    (hK : ∀ s t, ‖h s - h t‖ ≤ K * ‖s - t‖) (hNK : N * K < 1) (r : Fin N → ℝ) :
    pairProduct (backflow h r) = 0 ↔ ∃ i j, i < j ∧ r j = r i := by
  simp only [pairProduct_eq_zero_iff, backflow_eq_iff hK hNK]
```

## (g) Order on the line

Under the same assumptions, show that

rᵢ < rⱼ ⇒ xᵢ < xⱼ

**Solution.** Put d = rⱼ − rᵢ > 0. The lower half of the absolute-value bound in (b), called `lower` in the code, gives

xⱼ − xᵢ ≥ d − NKd = (1 − NK)d > 0

```lean
/-- For `h` Lipschitz with constant `K` and `N * K < 1`, backflow preserves the order of the
particles on the line. -/
theorem backflow_lt {h : ℝ → ℝ} {K : ℝ}
    (hK : ∀ s t, ‖h s - h t‖ ≤ K * ‖s - t‖) (hNK : N * K < 1)
    (r : Fin N → ℝ) {i j : Fin N} (hij : r i < r j) :
    backflow h r i < backflow h r j := by
  have hd : 0 < r j - r i := sub_pos.mpr hij
  have b := backflow_displacement_le hK r j i
  rw [Real.norm_eq_abs, Real.norm_eq_abs, abs_of_pos hd] at b
  have lower := (abs_le.mp b).1
  have gap := mul_pos (sub_pos.mpr hNK) hd
  nlinarith
```

## (h) The sign of the product

If all positions differ (`Function.Injective r`), show that

[∏_{i<j} (xⱼ − xᵢ)] · [∏_{i<j} (rⱼ − rᵢ)] > 0

**Solution.** Merge the products into factors (xⱼ − xᵢ)(rⱼ − rᵢ). By (g) both differences have the same sign, so each factor is positive. `rcases` separates the two orders.

```lean
/-- For `h` Lipschitz with constant `K` and `N * K < 1`, the pair products with and without
backflow have the same sign whenever all particles are at different positions. -/
theorem backflow_same_sign {h : ℝ → ℝ} {K : ℝ}
    (hK : ∀ s t, ‖h s - h t‖ ≤ K * ‖s - t‖) (hNK : N * K < 1)
    (r : Fin N → ℝ) (hr : Function.Injective r) :
    0 < pairProduct (backflow h r) * pairProduct r := by
  unfold pairProduct
  rw [← Finset.prod_mul_distrib]
  refine Finset.prod_pos fun i _ => ?_
  rw [← Finset.prod_mul_distrib]
  refine Finset.prod_pos fun j hj => ?_
  have hij : i < j := Finset.mem_Ioi.mp hj
  -- each factor keeps its sign because the order of the pair is preserved
  rcases lt_or_gt_of_ne (hr.ne hij.ne) with hlt | hgt
  · exact mul_pos (sub_pos.mpr (backflow_lt hK hNK r hlt)) (sub_pos.mpr hlt)
  · have hx := backflow_lt hK hNK r hgt
    exact mul_pos_of_neg_of_neg (by linarith) (by linarith)
```

## (i) A collapsing backflow

For h(s) = −s/N, show that

xᵢ = (1/N) Σₖ rₖ

**Solution.** The self-term is zero, so it may be included:

xᵢ = rᵢ − (1/N) Σₖ (rᵢ − rₖ) = rᵢ − rᵢ + (1/N) Σₖ rₖ

```lean
/-- For `h s = -s / N` every backflow coordinate equals the mean position of the `N`
particles. -/
theorem backflow_eq_mean (r : Fin N → ℝ) (i : Fin N) :
    backflow (fun s : ℝ => -s / N) r i = (∑ k, r k) / N := by
  have hN : (N : ℝ) ≠ 0 := Nat.cast_ne_zero.mpr (by have := i.isLt; omega)
  simp only [backflow]
  rw [Finset.sum_erase _ (by simp), ← Finset.sum_div, Finset.sum_neg_distrib,
    Finset.sum_sub_distrib, Finset.sum_const, Finset.card_univ, Fintype.card_fin,
    nsmul_eq_mul, eq_div_iff hN, add_mul, div_mul_cancel₀ _ hN]
  ring
```

## (j) Sharpness of the threshold

For N ≥ 2 and the same h, show that for all s, t and every configuration

|h(s) − h(t)| = (1/N)|s − t| and ∏_{i<j} (xⱼ − xᵢ) = 0

**Solution.** The first equation follows from h(s) − h(t) = −(s − t)/N. By (i), particles 0 and 1 share the mean position, so (e) gives the second. Here NK = 1, so the strict inequality in (f) can't be relaxed to NK ≤ 1.

```lean
/-- The condition `N * K < 1` is sharp: for `N ≥ 2` the function `h s = -s / N` multiplies all
distances by exactly `1 / N`, and its backflow pair product vanishes for every configuration. -/
theorem backflow_threshold_sharp (hN : 2 ≤ N) :
    (∀ s t : ℝ, ‖-s / N - -t / N‖ = 1 / N * ‖s - t‖) ∧
      ∀ r : Fin N → ℝ, pairProduct (backflow (fun s : ℝ => -s / N) r) = 0 := by
  constructor
  · intro s t
    have e : -s / (N : ℝ) - -t / N = -(1 / N * (s - t)) := by ring
    rw [e, norm_neg, norm_mul, Real.norm_of_nonneg (show (0 : ℝ) ≤ 1 / N by positivity)]
  · intro r
    -- particles 0 and 1 are both mapped to the mean position
    refine (pairProduct_eq_zero_iff _).mpr
      ⟨⟨0, by omega⟩, ⟨1, by omega⟩, Fin.lt_def.mpr (by norm_num), ?_⟩
    rw [backflow_eq_mean, backflow_eq_mean]

end

end BackflowNodes
```

```lean
#print axioms BackflowNodes.backflow_nodes_iff_coincidence
-- 'BackflowNodes.backflow_nodes_iff_coincidence' depends on axioms: [propext, Classical.choice, Quot.sound]
#print axioms BackflowNodes.backflow_same_sign
-- 'BackflowNodes.backflow_same_sign' depends on axioms: [propext, Classical.choice, Quot.sound]
#print axioms BackflowNodes.backflow_threshold_sharp
-- 'BackflowNodes.backflow_threshold_sharp' depends on axioms: [propext, Classical.choice, Quot.sound]
```

## Three particles at 0, 1 and 3

Take h(s) = −s/6, so K = 1/6 and NK = 1/2. Then

xᵢ = rᵢ − (3rᵢ − 4)/6 = rᵢ/2 + 2/3

The coordinates are 2/3, 7/6 and 13/6. The bare product is 1 · 3 · 2 = 6, and the backflow product is 1/2 · 3/2 · 1 = 3/4, with the same sign. With h(s) = −s/3 all three coordinates become 4/3 and the product is zero.
